# Spectral weight matrices of a finite Hermitian Hamiltonian are positive semidefinite, but can have negative entries

Let T be a Hermitian operator on a finite-dimensional complex space E, and let f_i be a family of orbitals in E. For a complex number s, let P_s be the orthogonal projection onto the eigenspace of T at s. The spectral weights are

A_ij(s) = ⟨f_i, P_s f_j⟩.

The inner product is conjugate-linear in its first argument. A degenerate level has a single P_s, which covers its whole eigenspace. If s is not an eigenvalue, the eigenspace is {0} and A(s) = 0.

For non-interacting electrons with a finite one-particle Hamiltonian T and orthonormal orbitals, the A(s) are the residues of the one-particle Green's function, and their diagonal entries give the orbital-projected density of states.

In Lean, T is a linear map `E →ₗ[ℂ] E`, the orbitals are a function `f : ι → E`, and P_s and A(s) are `levelProjection T s` and `spectralWeight T f s`.

```lean
import Mathlib

open Matrix Module.End
open scoped ComplexOrder InnerProductSpace

namespace LehmannWeights

noncomputable section

variable {E : Type*} [NormedAddCommGroup E] [InnerProductSpace ℂ E] [FiniteDimensional ℂ E]
variable {ι : Type*}

/-- The level projection `P_s`: the orthogonal projection onto the eigenspace of `T` at `s`. -/
def levelProjection (T : E →ₗ[ℂ] E) (s : ℂ) : E →L[ℂ] E :=
  (eigenspace T s).starProjection

/-- The matrix of spectral weights `A_ij(s) = ⟨f_i, P_s f_j⟩` of the orbitals `f`. -/
def spectralWeight (T : E →ₗ[ℂ] E) (f : ι → E) (s : ℂ) : Matrix ι ι ℂ :=
  Matrix.of fun i j => ⟪f i, levelProjection T s (f j)⟫_ℂ
```

## Orthogonality of the projection gives positivity

P_s is an orthogonal projection by definition, so P_s² = P_s and ⟨u, P_s v⟩ = ⟨P_s u, v⟩. Therefore

A_ij(s) = ⟨f_i, P_s P_s f_j⟩ = ⟨P_s f_i, P_s f_j⟩.

The weight is the overlap of the parts of the two orbitals that lie in the level s. For any complex coefficients x_i,

Σ_ij x_i* A_ij(s) x_j = ‖Σ_i x_i P_s f_i‖² ≥ 0,

which is positive semidefiniteness. The Cauchy-Schwarz inequality for the same projected orbitals gives

|A_ij(s)|² ≤ ‖P_s f_i‖² ‖P_s f_j‖² = A_ii(s) A_jj(s).

An orbital with no weight in a level therefore has no off-diagonal weight there either.

Neither argument uses that T is Hermitian. An oblique projection, as can arise from the left and right eigenvectors of a non-Hermitian matrix, is still idempotent but not self-adjoint. The second equality in the formula for A_ij(s) can then fail, and positivity with it.

In the proof of the overlap formula, `hP` is idempotence and `hsym` is self-adjointness.

```lean
/-- A spectral weight is the overlap of the two projected orbitals,
`A_ij(s) = ⟨P_s f_i, P_s f_j⟩`. -/
theorem spectralWeight_eq_overlap (T : E →ₗ[ℂ] E) (f : ι → E) (s : ℂ) (i j : ι) :
    spectralWeight T f s i j =
      ⟪levelProjection T s (f i), levelProjection T s (f j)⟫_ℂ := by
  have hP : levelProjection T s (levelProjection T s (f j)) = levelProjection T s (f j) :=
    Submodule.starProjection_eq_self_iff.mpr (Submodule.starProjection_apply_mem _ _)
  have hsym : ⟪levelProjection T s (f i), levelProjection T s (f j)⟫_ℂ =
      ⟪f i, levelProjection T s (levelProjection T s (f j))⟫_ℂ :=
    Submodule.inner_starProjection_left_eq_right _ _ _
  rw [hsym, hP]
  rfl
```

## Hermiticity and finite dimension make the levels complete

The hypothesis `T.IsSymmetric` says ⟨Tu, v⟩ = ⟨u, Tv⟩ for all u and v: energies are real and T is an observable. Finite dimension means a finite orbital basis, such as a molecule in a fixed basis set or a finite tight-binding cluster.

Both are used for completeness. Eigenvectors of T with different eigenvalues are orthogonal. Let W be the span of all eigenspaces. T maps the orthogonal complement of W into itself, because ⟨w, Tu⟩ = ⟨Tw, u⟩ = 0 for w in W and u in the complement. If the complement were non-zero, T would have an eigenvector in it, which would also lie in W, a contradiction. So every x is a sum of mutually orthogonal level components, P_s picks out the component at s, and

Σ_s P_s x = x,

where s runs over the distinct eigenvalues. In Lean this index set is the type `Eigenvalues T`. The proof takes the vanishing of the complement from Mathlib, turns it into the statement that the eigenspaces span E (`htop`), and applies the projection formula for an orthogonal family.

Without Hermiticity the sum can fall short. The matrix with rows (0, 1) and (0, 0) has the single eigenvalue 0 with a one-dimensional eigenspace, so its only projection is not the identity. In infinite dimension a continuous spectrum causes a similar loss, and the sum has to give way to an integral over a spectral measure.

```lean
/-- The spectral projections of a symmetric operator resolve the identity. -/
theorem sum_levelProjection {T : E →ₗ[ℂ] E} (hT : T.IsSymmetric) (x : E) :
    ∑ s : Eigenvalues T, levelProjection T (s : ℂ) x = x := by
  have htop : (⨆ s : Eigenvalues T, eigenspace T (s : ℂ)) = ⊤ :=
    Submodule.orthogonal_eq_bot_iff.mp hT.orthogonalComplement_iSup_eigenspaces_eq_bot'
  exact hT.orthogonalFamily_eigenspaces'.sum_projection_of_mem_iSup x
    (by rw [htop]; exact Submodule.mem_top)
```

Hermiticity also gives P_s T = s P_s. For any v and x,

⟨v, P_s T x⟩ = ⟨P_s v, T x⟩ = ⟨T P_s v, x⟩ = s* ⟨P_s v, x⟩ = s ⟨v, P_s x⟩.

The last step needs s to be real. If P_s v ≠ 0, then s is an eigenvalue and so is real; if P_s v = 0, both sides vanish. The case distinction on `h0` is this one. For the non-Hermitian matrix above the relation fails, since P_0 T sends the second basis vector to the first while 0 · P_0 sends it to zero.

```lean
/-- For a symmetric operator, `P_s T = s P_s`. -/
theorem levelProjection_apply_operator {T : E →ₗ[ℂ] E} (hT : T.IsSymmetric) (s : ℂ) (x : E) :
    levelProjection T s (T x) = s • levelProjection T s x := by
  have hsym : ∀ u v : E, ⟪u, levelProjection T s v⟫_ℂ = ⟪levelProjection T s u, v⟫_ℂ :=
    fun u v => (Submodule.inner_starProjection_left_eq_right _ u v).symm
  refine ext_inner_left ℂ fun v => ?_
  rw [inner_smul_right, hsym, hsym]
  have hmem : levelProjection T s v ∈ eigenspace T s := Submodule.starProjection_apply_mem _ _
  by_cases h0 : levelProjection T s v = 0
  · simp [h0]
  · -- a non-zero projected vector makes `s` an eigenvalue, hence real
    have hs : HasEigenvalue T s := hasEigenvalue_of_hasEigenvector ⟨hmem, h0⟩
    rw [← hT, mem_eigenspace_iff.mp hmem, inner_smul_left, hT.conj_eigenvalue_eq_self hs]
```

## Orthonormal orbitals turn the sum rule into δ_ij

`Orthonormal ℂ f` says ⟨f_i, f_j⟩ = δ_ij, as for site states or Löwdin-orthogonalised orbitals. The orbitals need not span E. By hand, the hypothesis enters only at the end of

Σ_s A_ij(s) = ⟨f_i, Σ_s P_s f_j⟩ = ⟨f_i, f_j⟩ = δ_ij.

With raw, overlapping atomic orbitals the same calculation ends one step earlier, at the overlap matrix, while positivity and the Cauchy-Schwarz bound are unaffected.

The theorem states three things for a finite family of orbitals: `PosSemidef` for every complex s, the bound for every s, i and j, and the sum over `Eigenvalues T` equal to the identity matrix `1`. The diagonal weights are real but have complex type, which is why the bound takes their real parts with `.re`.

The proof has one block for each part. The first checks that the matrix is Hermitian and then, in `h`, rewrites the quadratic form as the inner product of Σ_i x_i P_s f_i with itself. The second squares `norm_inner_le_norm`. The third moves the sum inside the inner product, applies `sum_levelProjection`, and uses `hf` in its last line.

```lean
/-- Spectral weights of orthonormal orbitals for a symmetric operator: each weight matrix is
positive semidefinite, its entries obey `|A_ij(s)|² ≤ A_ii(s) A_jj(s)`, and the sum over the
distinct eigenvalues is `δ_ij`. -/
theorem spectralWeight_properties [Fintype ι] [DecidableEq ι] {T : E →ₗ[ℂ] E}
    (hT : T.IsSymmetric) {f : ι → E} (hf : Orthonormal ℂ f) :
    (∀ s, (spectralWeight T f s).PosSemidef) ∧
    (∀ s i j, ‖spectralWeight T f s i j‖ ^ 2 ≤
      (spectralWeight T f s i i).re * (spectralWeight T f s j j).re) ∧
    ∑ s : Eigenvalues T, spectralWeight T f (s : ℂ) = 1 := by
  refine ⟨fun s => ?_, fun s i j => ?_, ?_⟩
  · refine PosSemidef.of_dotProduct_mulVec_nonneg ?_ fun x => ?_
    · ext i j
      rw [conjTranspose_apply, spectralWeight_eq_overlap, spectralWeight_eq_overlap]
      exact inner_conj_symm _ _
    · -- the quadratic form is the squared norm of a superposition of projected orbitals
      have h : star x ⬝ᵥ (spectralWeight T f s *ᵥ x) =
          ⟪∑ i, x i • levelProjection T s (f i), ∑ j, x j • levelProjection T s (f j)⟫_ℂ := by
        rw [sum_inner]
        simp only [dotProduct, mulVec]
        refine Finset.sum_congr rfl fun i _ => ?_
        rw [inner_smul_left, inner_sum, Pi.star_apply, starRingEnd_apply]
        congr 1
        refine Finset.sum_congr rfl fun j _ => ?_
        rw [inner_smul_right, spectralWeight_eq_overlap, mul_comm]
      rw [h, Complex.nonneg_iff]
      exact ⟨inner_self_nonneg (𝕜 := ℂ), (inner_self_im (𝕜 := ℂ) _).symm⟩
  · -- Cauchy-Schwarz for the projected orbitals
    have hn : ∀ x : E, (⟪x, x⟫_ℂ).re = ‖x‖ ^ 2 := fun x => inner_self_eq_norm_sq (𝕜 := ℂ) x
    simp only [spectralWeight_eq_overlap, hn]
    rw [← mul_pow]
    exact pow_le_pow_left₀ (norm_nonneg _) (norm_inner_le_norm _ _) 2
  · ext i j
    simp only [Matrix.sum_apply, spectralWeight, Matrix.of_apply]
    rw [← inner_sum, sum_levelProjection hT, orthonormal_iff_ite.mp hf i j, Matrix.one_apply]
```

## An energy z away from the levels gives the Lehmann sum

The hypothesis `hz` says that z is not an eigenvalue. It holds for every z = ω + iη with ω real and η > 0, and also for real z in a gap. The hypothesis `hg` says that g solves the resolvent equation

z g − T g = f_j,

so that ⟨f_i, g⟩ is the Green's function element G_ij(z). The theorem takes g as given; in finite dimension it exists and is unique whenever z is not an eigenvalue.

Projecting the equation onto one level and using P_s T = s P_s gives

P_s f_j = (z − s) P_s g.

Since z ≠ s, one may divide. Completeness then gives

⟨f_i, g⟩ = Σ_s ⟨f_i, P_s g⟩ = Σ_s A_ij(s)/(z − s).

The proof follows the same order: it expands g over the levels, derives z − s ≠ 0 from `hz` as `hzs`, and obtains the projected equation as `hP`. Orthonormality is not assumed. For overlapping orbitals with overlap matrix S and Hamiltonian matrix H_ij = ⟨f_i, T f_j⟩, however, ⟨f_i, g⟩ is in general not the ij entry of (zS − H)⁻¹, which is also called the Green's function matrix.

If z is a level s, the projected equation reads P_s f_j = 0. A solution exists only under that condition, and adding any eigenvector at s to it gives another, so ⟨f_i, g⟩ need not be determined.

In the interacting many-body Lehmann representation, the poles are particle addition and removal energies, and the weights come from field operators between states of different particle number. The theorem here treats the resolvent of a single Hermitian operator, which is the one-particle Green's function when the electrons do not interact.

```lean
/-- Lehmann representation: if `z` is not an eigenvalue of the symmetric operator `T` and `g`
solves `(z - T) g = f_j`, then `⟨f_i, g⟩` is the sum of `A_ij(s) / (z - s)` over the
eigenvalues `s`. -/
theorem lehmann_representation {T : E →ₗ[ℂ] E} (hT : T.IsSymmetric) (f : ι → E) (i j : ι)
    {z : ℂ} (hz : ¬ HasEigenvalue T z) {g : E} (hg : z • g - T g = f j) :
    ⟪f i, g⟫_ℂ = ∑ s : Eigenvalues T, spectralWeight T f (s : ℂ) i j / (z - (s : ℂ)) := by
  conv_lhs => rw [← sum_levelProjection hT g, inner_sum]
  refine Finset.sum_congr rfl fun s _ => ?_
  have hzs : z - (s : ℂ) ≠ 0 := by
    intro h
    apply hz
    rw [sub_eq_zero.mp h]
    exact s.2
  -- projecting the resolvent equation onto one level
  have hP : levelProjection T (s : ℂ) (f j) = (z - (s : ℂ)) • levelProjection T (s : ℂ) g := by
    rw [← hg, map_sub, map_smul, levelProjection_apply_operator hT, sub_smul]
  rw [eq_div_iff hzs, spectralWeight, Matrix.of_apply, hP, inner_smul_right, mul_comm]
```

## Two distinct levels can be separated by inspection

Suppose Ta = s a and Tb = r b with r ≠ s. Then P_s a = a. Also r P_s b = P_s T b = s P_s b, so (r − s) P_s b = 0 and P_s b = 0. Hence P_s(a + b) = a. If r = s, both vectors lie in the same eigenspace and P_s returns a + b. In the proof, `h1` and `h2` are the two halves of this argument.

```lean
/-- If `a` and `b` are in the eigenspaces of a symmetric operator at `s` and at `r ≠ s`, then
`P_s` takes `a + b` to `a`. -/
theorem levelProjection_add {T : E →ₗ[ℂ] E} (hT : T.IsSymmetric) {s r : ℂ} (hrs : r ≠ s)
    {a b : E} (ha : T a = s • a) (hb : T b = r • b) : levelProjection T s (a + b) = a := by
  have h1 : levelProjection T s a = a :=
    Submodule.starProjection_eq_self_iff.mpr (mem_eigenspace_iff.mpr ha)
  have h2 : (r - s) • levelProjection T s b = 0 := by
    rw [sub_smul, ← levelProjection_apply_operator hT, hb, map_smul, sub_self]
  rw [map_add, h1, (smul_eq_zero.mp h2).resolve_left (sub_ne_zero.mpr hrs), add_zero]
```

## Non-zero hopping produces the entry −1/2

The two-site Hamiltonian has zero on-site energies and the real off-diagonal element −t. With the sites numbered 0 and 1, as in Lean,

H(x_0, x_1) = (−t x_1, −t x_0).

Because t is real, H is Hermitian, which `hopping_isSymmetric` checks by writing out both inner products.

```lean
/-- The two-site hopping Hamiltonian with off-diagonal matrix elements `-t`. -/
def hopping (t : ℝ) : EuclideanSpace ℂ (Fin 2) →ₗ[ℂ] EuclideanSpace ℂ (Fin 2) :=
  Matrix.toEuclideanLin !![0, -(t : ℂ); -(t : ℂ), 0]

/-- Hopping exchanges the two site amplitudes and multiplies them by `-t`. -/
theorem hopping_apply (t : ℝ) (x : EuclideanSpace ℂ (Fin 2)) :
    hopping t x = !₂[-(t : ℂ) * x 1, -(t : ℂ) * x 0] := by
  have h : hopping t x = WithLp.toLp 2 (!![0, -(t : ℂ); -(t : ℂ), 0] *ᵥ x.ofLp) := rfl
  rw [h]
  ext i
  fin_cases i <;> simp [mulVec, dotProduct, Fin.sum_univ_two]

/-- The two-site hopping Hamiltonian is symmetric. -/
theorem hopping_isSymmetric (t : ℝ) : (hopping t).IsSymmetric := by
  intro x y
  simp only [hopping_apply, PiLp.inner_apply, Fin.sum_univ_two]
  simp
  ring
```

The odd vector (1, −1)/√2 has energy t and the even vector (1, 1)/√2 has energy −t. Any state splits as

(x_0, x_1) = (x_0 − x_1)/2 · (1, −1) + (x_0 + x_1)/2 · (1, 1).

If t ≠ 0 the two energies differ, and P_t keeps the first term. It sends site state 1, which is (0, 1), to (−1/2, 1/2), so A_01(t) = −1/2. The full matrices, written by rows, are

A(t) = (1/2, −1/2; −1/2, 1/2)
A(−t) = (1/2, 1/2; 1/2, 1/2).

The negative entry records the opposite signs of the odd state on the two sites. It is compatible with positivity: A(t) has eigenvalues 0 and 1, and the Cauchy-Schwarz bound holds with equality, 1/4 = 1/2 · 1/2.

In the proof, `hodd` and `heven` are the eigenvalue equations for unnormalised vectors, `hsplit` is the decomposition, and `hup` and `hdown` are the resulting projections. The hypothesis `ht` enters through `hne`, which says −t ≠ t.

```lean
/-- For non-zero hopping `t`, the site-basis weight matrix at energy `t` has off-diagonal
entries `-1/2`, while at energy `-t` all entries are `1/2`. -/
theorem hopping_spectralWeight {t : ℝ} (ht : t ≠ 0) :
    spectralWeight (hopping t) (EuclideanSpace.basisFun (Fin 2) ℂ) (t : ℂ) =
      !![1/2, -1/2; -1/2, 1/2] ∧
    spectralWeight (hopping t) (EuclideanSpace.basisFun (Fin 2) ℂ) (-(t : ℂ)) =
      !![1/2, 1/2; 1/2, 1/2] := by
  have hne : -(t : ℂ) ≠ t := by
    intro h
    have h0 : (t : ℂ) = 0 := by linear_combination (-1 / 2 : ℂ) * h
    exact ht (by exact_mod_cast h0)
  -- odd and even combinations of the two sites are the eigenvectors
  have hodd : ∀ c : ℂ, hopping t !₂[c, -c] = (t : ℂ) • !₂[c, -c] := by
    intro c
    rw [hopping_apply]
    ext i
    fin_cases i <;> simp
  have heven : ∀ c : ℂ, hopping t !₂[c, c] = (-(t : ℂ)) • !₂[c, c] := by
    intro c
    rw [hopping_apply]
    ext i
    fin_cases i <;> simp
  have hsplit : ∀ x : EuclideanSpace ℂ (Fin 2),
      x = !₂[(x 0 - x 1) / 2, -((x 0 - x 1) / 2)] + !₂[(x 0 + x 1) / 2, (x 0 + x 1) / 2] := by
    intro x
    ext i
    fin_cases i <;> simp <;> ring
  have hup : ∀ x, levelProjection (hopping t) (t : ℂ) x =
      !₂[(x 0 - x 1) / 2, -((x 0 - x 1) / 2)] := by
    intro x
    conv_lhs => rw [hsplit x]
    exact levelProjection_add (hopping_isSymmetric t) hne (hodd _) (heven _)
  have hdown : ∀ x, levelProjection (hopping t) (-(t : ℂ)) x =
      !₂[(x 0 + x 1) / 2, (x 0 + x 1) / 2] := by
    intro x
    conv_lhs => rw [hsplit x, add_comm]
    exact levelProjection_add (hopping_isSymmetric t) hne.symm (heven _) (hodd _)
  constructor
  · ext i j
    fin_cases i <;> fin_cases j <;>
      simp [spectralWeight, hup, PiLp.inner_apply] <;> norm_num
  · ext i j
    fin_cases i <;> fin_cases j <;>
      simp [spectralWeight, hdown, PiLp.inner_apply]

end

end LehmannWeights
```

The limit t → 0 shows what `ht` does. For every non-zero t the off-diagonal weights are −1/2 and 1/2, however small t is. At t = 0 the levels merge, P_0 is the identity, and the single weight matrix A(0) is the identity matrix: the two off-diagonal weights have cancelled.

For a numerical instance take t = 1 and z = 2. The Lehmann sum gives

G_01(2) = (−1/2)/(2 − 1) + (1/2)/(2 + 1) = −1/3
G_11(2) = (1/2)/(2 − 1) + (1/2)/(2 + 1) = 2/3.

So g should be (−1/3, 2/3). Inserting it into the resolvent equation, (2 − H)g = (2g_0 + g_1, g_0 + 2g_1) = (0, 1), which is site state 1.

```lean
#print axioms LehmannWeights.spectralWeight_properties
#print axioms LehmannWeights.lehmann_representation
#print axioms LehmannWeights.hopping_spectralWeight
```

```
'LehmannWeights.spectralWeight_properties' depends on axioms: [propext, Classical.choice, Quot.sound]
'LehmannWeights.lehmann_representation' depends on axioms: [propext, Classical.choice, Quot.sound]
'LehmannWeights.hopping_spectralWeight' depends on axioms: [propext, Classical.choice, Quot.sound]
```
